# The product of a Young tableau's column antisymmetriser, row symmetriser and column antisymmetriser is nonzero in the group algebra

Fill the cells of a Young diagram with the labels of `n` particles, each used once. The row symmetriser R is the sum of all permutations that keep every label in its row, and the column antisymmetriser C is the sum, weighted by sign, of those that keep every label in its column; neither is normalised. The theorem says that CRC is nonzero in the rational group algebra of the permutations, for every such filling; it involves no Hamiltonian or particular space of states. The proof reads off the coefficient of the identity permutation in CRC, shows that no term contributes negatively to it, and finds a contribution of 1 from the term in which all three permutations are the identity.

In Lean, a first try:

```lean
import Mathlib

open Equiv

namespace StandardTableauOrthogonality

noncomputable section

/-- The rational group algebra of the permutations of `n` particles. -/
abbrev GroupAlgebra (n : ℕ) := MonoidAlgebra ℚ (Perm (Fin n))

/-- A permutation regarded as an element of the group algebra. -/
def permOp (n : ℕ) : Perm (Fin n) →* GroupAlgebra n := MonoidAlgebra.of ℚ (Perm (Fin n))

/-- A tableau: the cells of the shape `μ` are filled with `n` particle labels, each used once. -/
abbrev Tableau (μ : YoungDiagram) (n : ℕ) := {c : ℕ × ℕ // c ∈ μ} ≃ Fin n

variable {μ : YoungDiagram} {n : ℕ}

/-- The row in which a label stands. -/
def row (T : Tableau μ n) (x : Fin n) : ℕ := (T.symm x).1.1

/-- The column in which a label stands. -/
def col (T : Tableau μ n) (x : Fin n) : ℕ := (T.symm x).1.2

/-- The row symmetriser: the sum of all permutations that keep every label in its row. -/
def rowSym (T : Tableau μ n) : GroupAlgebra n :=
  ∑ p : Perm (Fin n) with ∀ x, row T (p x) = row T x, permOp n p

/-- The column antisymmetriser: the signed sum of all permutations that keep every label
in its column. -/
def colAnti (T : Tableau μ n) : GroupAlgebra n :=
  ∑ q : Perm (Fin n) with ∀ x, col T (q x) = col T x, ((Perm.sign q : ℤ) : ℚ) • permOp n q

/-- A linear functional on the group algebra reads off the coefficient of the identity. -/
private theorem exists_identity_coeff (n : ℕ) : ∃ φ : GroupAlgebra n →ₗ[ℚ] ℚ,
    ∀ g, φ (permOp n g) = if g = 1 then 1 else 0 := by
  let ρ : Perm (Fin n) →* Module.End ℚ (Perm (Fin n) → ℚ) :=
    { toFun := fun g => LinearMap.funLeft ℚ ℚ (fun x => x * g)
      map_one' := LinearMap.ext fun f => funext fun x => by
        change f (x * 1) = f x
        rw [mul_one]
      map_mul' := fun g h => LinearMap.ext fun f => funext fun x => by
        change f (x * (g * h)) = f (x * g * h)
        rw [mul_assoc] }
  let L : GroupAlgebra n →ₐ[ℚ] Module.End ℚ (Perm (Fin n) → ℚ) := MonoidAlgebra.lift _ _ _ ρ
  let e : Perm (Fin n) → ℚ := fun x => if x = 1 then 1 else 0
  refine ⟨{ toFun := fun x => L x e 1
            map_add' := by intros; simp
            map_smul' := by intros; simp }, fun g => ?_⟩
  have h : L (permOp n g) = ρ g := MonoidAlgebra.lift_of _ _
  change L (permOp n g) e 1 = _
  rw [h]
  change (if 1 * g = 1 then (1 : ℚ) else 0) = _
  rw [one_mul]

/-- For every tableau, the row symmetriser between two column antisymmetrisers is nonzero. -/
theorem colAnti_rowSym_colAnti_ne_zero (T : Tableau μ n) :
    colAnti T * rowSym T * colAnti T ≠ 0 := by
  obtain ⟨φ, hφ⟩ := exists_identity_coeff n
  have hterm : ∀ q p r : Perm (Fin n),
      φ (((Perm.sign q : ℤ) : ℚ) • permOp n q * permOp n p *
        (((Perm.sign r : ℤ) : ℚ) • permOp n r)) =
      ((Perm.sign q : ℤ) : ℚ) * (((Perm.sign r : ℤ) : ℚ) * if q * p * r = 1 then 1 else 0) := by
    intro q p r
    rw [smul_mul_assoc, smul_mul_assoc, mul_smul_comm, ← map_mul (permOp n),
      ← map_mul (permOp n), map_smul, map_smul, hφ, smul_eq_mul, smul_eq_mul]
  -- only the identity preserves rows and columns, so no contribution is negative
  have h0 : ∀ q p r : Perm (Fin n), (∀ x, col T (q x) = col T x) →
      (∀ x, row T (p x) = row T x) → (∀ x, col T (r x) = col T x) →
      0 ≤ ((Perm.sign q : ℤ) : ℚ) *
        (((Perm.sign r : ℤ) : ℚ) * if q * p * r = 1 then 1 else 0) := by
    intro q p r hq hp hr
    by_cases h : q * p * r = 1
    · have hp1 : p = 1 := Equiv.ext fun x => by
        obtain ⟨z, rfl⟩ := r.surjective x
        have hz : q (p (r z)) = z := Equiv.congr_fun h z
        have hcol : col T (p (r z)) = col T (r z) := by rw [← hq, hz, hr]
        exact T.symm.injective (Subtype.ext (Prod.ext (hp _) hcol))
      have hs : Perm.sign q * Perm.sign r = 1 := by
        rw [← Perm.sign_mul, show q * r = 1 by simpa [hp1] using h, Perm.sign_one]
      have hs' : ((Perm.sign q : ℤ) : ℚ) * ((Perm.sign r : ℤ) : ℚ) = 1 := by
        have := congrArg (fun u : ℤˣ => ((u : ℤ) : ℚ)) hs
        simpa only [Units.val_mul, Int.cast_mul, Units.val_one, Int.cast_one] using this
      rw [if_pos h, mul_one, hs']
      exact zero_le_one
    · rw [if_neg h, mul_zero, mul_zero]
  have hpos : 0 < φ (colAnti T * rowSym T * colAnti T) := by
    unfold colAnti rowSym
    rw [Finset.sum_mul_sum]
    simp_rw [Finset.sum_mul, Finset.mul_sum, map_sum, hterm]
    have hn := fun q hq p hp r hr => h0 q p r (Finset.mem_filter.1 hq).2
      (Finset.mem_filter.1 hp).2 (Finset.mem_filter.1 hr).2
    refine Finset.sum_pos' (fun q hq => Finset.sum_nonneg fun p hp =>
      Finset.sum_nonneg fun r hr => hn q hq p hp r hr) ⟨1, by simp, ?_⟩
    refine Finset.sum_pos' (fun p hp => Finset.sum_nonneg fun r hr =>
      hn 1 (by simp) p hp r hr) ⟨1, by simp, ?_⟩
    exact Finset.sum_pos' (fun r hr => hn 1 (by simp) 1 (by simp) r hr) ⟨1, by simp, by simp⟩
  intro h
  rw [h, map_zero] at hpos
  exact lt_irrefl _ hpos

end

end StandardTableauOrthogonality
```

The compiler's answer:

```
Main.lean:93:33: error: Application type mismatch: The argument
  (Finset.mem_filter.mp hr).right
has type
  ?m.567 q hq p hp r (?m.570 q hq p hp r)
but is expected to have type
  ∀ (x : Fin n), col T (r x) = col T x
in the application
  h0 q p r ?m.523 ?m.539 (Finset.mem_filter.mp hr).right
```

The helper `hn` was written as a function whose arguments had no stated types. Lean therefore did not know which filtered set `hr` referred to when it met `Finset.mem_filter.1 hr`. The second half of that result had as its type an unknown predicate applied to an unknown element, the two `?m` terms in the message, and Lean could not match this with the required statement that `r` keeps every label in its column.

The repair removes `hn` and calls `h0` directly inside the sum lemmas. There the goal already fixes the sums, so `hq`, `hp` and `hr` are memberships in known filtered sets, and `Finset.mem_filter` yields the conditions `h0` needs. Where a permutation is the identity, `h0` asks for the row or column condition itself, where `hn` was given a proof of membership by `simp`. `fun _ => rfl` supplies that condition, since the identity leaves each label where it is.

This version goes through:

```diff
@@ -90,11 +90,12 @@
     rw [Finset.sum_mul_sum]
     simp_rw [Finset.sum_mul, Finset.mul_sum, map_sum, hterm]
-    have hn := fun q hq p hp r hr => h0 q p r (Finset.mem_filter.1 hq).2
-      (Finset.mem_filter.1 hp).2 (Finset.mem_filter.1 hr).2
     refine Finset.sum_pos' (fun q hq => Finset.sum_nonneg fun p hp =>
-      Finset.sum_nonneg fun r hr => hn q hq p hp r hr) ⟨1, by simp, ?_⟩
+      Finset.sum_nonneg fun r hr => h0 q p r (Finset.mem_filter.1 hq).2
+        (Finset.mem_filter.1 hp).2 (Finset.mem_filter.1 hr).2) ⟨1, by simp, ?_⟩
     refine Finset.sum_pos' (fun p hp => Finset.sum_nonneg fun r hr =>
-      hn 1 (by simp) p hp r hr) ⟨1, by simp, ?_⟩
-    exact Finset.sum_pos' (fun r hr => hn 1 (by simp) 1 (by simp) r hr) ⟨1, by simp, by simp⟩
+      h0 1 p r (fun _ => rfl) (Finset.mem_filter.1 hp).2
+        (Finset.mem_filter.1 hr).2) ⟨1, by simp, ?_⟩
+    exact Finset.sum_pos' (fun r hr => h0 1 1 r (fun _ => rfl) (fun _ => rfl)
+      (Finset.mem_filter.1 hr).2) ⟨1, by simp, by simp⟩
   intro h
   rw [h, map_zero] at hpos
```
